# Even degeneracy and vanishing tunnel splitting for a biaxial spin of half-odd-integer length

A spin of length $S$ with an easy axis has two equivalent lowest states, with magnetic numbers $m = S$ and $m = -S$. A quadratic transverse anisotropy couples $m$ to $m \pm 2$, and the usual double-well picture predicts that the pair splits into two combinations with different energies. Applied to every $S$, that picture is wrong. Numerical diagonalisation alone does not settle the matter for large spins, where a very small splitting is hard to tell from rounding error. For a single isolated spin with quadratic anisotropy and no magnetic field, the theorems below show that for $S = n/2$ with $n$ odd every level has even degeneracy; in the coherent-state path integral the vanishing splitting of the lowest pair is usually described as destructive interference between tunnelling paths.

## The model

```lean
import Mathlib

open Matrix

namespace SpinParityTunnelling

noncomputable section
```

This loads Mathlib and opens a namespace. Throughout, $\hbar = 1$, $n$ is a natural number, and the basis states $|k\rangle$ carry the index $k = 0, \dots, n$, which is Lean's type `Fin (n + 1)`.

```lean
/-- Ladder amplitude `√((k+1)(n-k))` between the basis states `k` and `k+1` of spin `n/2`. -/
def amp (n k : ℕ) : ℝ := Real.sqrt (((k : ℝ) + 1) * ((n : ℝ) - k))
```

This is $c_k = \sqrt{(k+1)(n-k)}$. With $m = n/2 - k - 1$ it is the familiar $\sqrt{(S-m)(S+m+1)}$.

```lean
/-- `S_z` for spin `n/2`: basis state `k` has magnetic number `n/2 - k`. -/
def Sz (n : ℕ) : Matrix (Fin (n + 1)) (Fin (n + 1)) ℂ :=
  diagonal fun k => (n : ℂ) / 2 - (k.val : ℂ)
```

$S_z|k\rangle = (n/2 - k)|k\rangle$, so $k = 0$ is the top state $m = S$. The expression `k.val` is the index as a natural number.

```lean
/-- Raising operator: sends basis state `k+1` to `amp n k` times state `k`. -/
def Splus (n : ℕ) : Matrix (Fin (n + 1)) (Fin (n + 1)) ℂ :=
  of fun i j => if i.val + 1 = j.val then (amp n i.val : ℂ) else 0
```

In `of fun i j`, $i$ is the row and $j$ the column: $(S_+)_{ij} = c_i$ if $j = i+1$, and zero otherwise. Hence $S_+|k+1\rangle = c_k|k\rangle$.

```lean
/-- Lowering operator: sends basis state `k` to `amp n k` times state `k+1`. -/
def Sminus (n : ℕ) : Matrix (Fin (n + 1)) (Fin (n + 1)) ℂ :=
  of fun i j => if j.val + 1 = i.val then (amp n j.val : ℂ) else 0
```

Likewise $(S_-)_{ij} = c_j$ if $i = j+1$, so $S_-|k\rangle = c_k|k+1\rangle$ for $k < n$. The spin matrices enter by these entries; their commutation relations are neither used nor derived.

```lean
/-- The biaxial spin Hamiltonian `a S_z² + b (S₊² + S₋²)`. -/
def hamiltonian (n : ℕ) (a b : ℝ) : Matrix (Fin (n + 1)) (Fin (n + 1)) ℂ :=
  (a : ℂ) • Sz n ^ 2 + (b : ℂ) • (Splus n ^ 2 + Sminus n ^ 2)
```

$H = a S_z^2 + b(S_+^2 + S_-^2)$ with real $a$, $b$; the symbol `•` multiplies a matrix by a scalar. Writing $S_\pm = S_x \pm iS_y$ gives $S_+^2 + S_-^2 = 2(S_x^2 - S_y^2)$, so $z$ is the easy axis when $a < -2|b|$ (for $b = 0$, when $a < 0$); no condition on $a$ or $b$ is assumed.

```lean
/-- The parity `P = diag((-1)^k)`. -/
def parity (n : ℕ) : Matrix (Fin (n + 1)) (Fin (n + 1)) ℂ :=
  diagonal fun k => (-1 : ℂ) ^ k.val
```

$P|k\rangle = (-1)^k|k\rangle$.

```lean
/-- The flip `F` exchanging the basis states `k` and `n - k`. -/
def spinFlip (n : ℕ) : Matrix (Fin (n + 1)) (Fin (n + 1)) ℂ :=
  of fun i j => if i.rev = j then 1 else 0
```

`i.rev` is the index $n - i$, so $F|k\rangle = |n-k\rangle$, which sends $m$ to $-m$. Up to constant phases, $P$ and $F$ are the rotations by $\pi$ about $z$ and $x$.

## Two anticommuting involutions

```lean
/-- A finite-dimensional space carrying two anticommuting involutions has even dimension. -/
theorem even_finrank_of_anticommuting {V : Type*} [AddCommGroup V] [Module ℂ V]
    [FiniteDimensional ℂ V] (P F : V →ₗ[ℂ] V) (hP : P * P = 1) (hF : F * F = 1)
    (h : P * F = -(F * P)) : Even (Module.finrank ℂ V) := by
  have h1 : LinearMap.det P * LinearMap.det P = 1 := by
    rw [← map_mul LinearMap.det P P, hP, map_one]
  have h2 : LinearMap.det F * LinearMap.det F = 1 := by
    rw [← map_mul LinearMap.det F F, hF, map_one]
  -- determinants of both sides of `P F = -F P`
  have h3 : LinearMap.det P * LinearMap.det F
      = (-1 : ℂ) ^ Module.finrank ℂ V * (LinearMap.det F * LinearMap.det P) := by
    rw [← map_mul LinearMap.det P F, ← map_mul LinearMap.det F P, h, ← LinearMap.det_smul,
      neg_one_smul]
  rcases Nat.even_or_odd (Module.finrank ℂ V) with he | ho
  · exact he
  · rw [ho.neg_one_pow] at h3
    have h0 : (1 : ℂ) = 0 := by
      linear_combination (-(LinearMap.det F * LinearMap.det F)) * h1 - h2
        + (LinearMap.det P * LinearMap.det F / 2) * h3
    exact absurd h0 one_ne_zero
```

Here $V$ is a complex vector space of finite dimension $d$, written `Module.finrank ℂ V`, and $P$, $F$ are arbitrary linear maps on it with $P^2 = F^2 = 1$ and $PF = -FP$. The claim is that $d$ is even. Put $p = \det P$ and $f = \det F$. Then $p^2 = f^2 = 1$ (`h1`, `h2`), and since $\det(-A) = (-1)^d \det A$ for any linear map $A$ on $V$, also $pf = (-1)^d fp$ (`h3`). For odd $d$ this gives $2pf = 0$; multiplying by $pf/2$ gives $p^2f^2 = 0$, against $p^2 f^2 = 1$. The `linear_combination` line is this multiplication.

```lean
/-- If two anticommuting involutions commute with `H`, every eigenspace of `H` has even
dimension. -/
theorem eigenspace_even {ι : Type*} [Fintype ι] [DecidableEq ι] (H P F : Matrix ι ι ℂ)
    (hP : P * P = 1) (hF : F * F = 1) (h : P * F = -(F * P))
    (hPH : P * H = H * P) (hFH : F * H = H * F) (E : ℂ) :
    Even (Module.finrank ℂ (Module.End.eigenspace (Matrix.toLin' H) E)) := by
  -- a symmetry maps the eigenspace into itself
  have hinv : ∀ A : Matrix ι ι ℂ, A * H = H * A →
      ∀ x ∈ Module.End.eigenspace (Matrix.toLin' H) E,
        Matrix.toLin' A x ∈ Module.End.eigenspace (Matrix.toLin' H) E := by
    intro A hA x hx
    simp only [Module.End.mem_eigenspace_iff, Matrix.toLin'_apply] at hx ⊢
    rw [mulVec_mulVec, ← hA, ← mulVec_mulVec, hx, mulVec_smul]
  refine even_finrank_of_anticommuting ((Matrix.toLin' P).restrict (hinv P hPH))
    ((Matrix.toLin' F).restrict (hinv F hFH)) ?_ ?_ ?_
  all_goals refine LinearMap.ext fun x => Subtype.ext ?_
  · change Matrix.toLin' P (Matrix.toLin' P x.1) = x.1
    simp only [Matrix.toLin'_apply, mulVec_mulVec, hP, one_mulVec]
  · change Matrix.toLin' F (Matrix.toLin' F x.1) = x.1
    simp only [Matrix.toLin'_apply, mulVec_mulVec, hF, one_mulVec]
  · change Matrix.toLin' P (Matrix.toLin' F x.1) = -(Matrix.toLin' F (Matrix.toLin' P x.1))
    simp only [Matrix.toLin'_apply, mulVec_mulVec, h, neg_mulVec]
```

Now $H$, $P$, $F$ are arbitrary square complex matrices, `Matrix.toLin'` reads a matrix as a linear map, and the eigenspace is $\{x : Hx = Ex\}$ for a complex number $E$. If $AH = HA$ and $Hx = Ex$, then $H(Ax) = AHx = E\,Ax$; this is `hinv`. So $P$ and $F$ restrict to the eigenspace, the three relations still hold vector by vector (the three bullets), and the previous theorem applies. Hermiticity is not needed.

## The symmetries of the spin Hamiltonian

```lean
/-- Multiplying by the flip reverses the rows (from the left) or the columns (from the right). -/
theorem spinFlip_mul {n : ℕ} (A : Matrix (Fin (n + 1)) (Fin (n + 1)) ℂ) :
    (∀ i j, (spinFlip n * A) i j = A i.rev j) ∧ (∀ i j, (A * spinFlip n) i j = A i j.rev) := by
  refine ⟨fun i j => by simp [spinFlip, Matrix.mul_apply], fun i j => ?_⟩
  rw [Matrix.mul_apply, Finset.sum_eq_single j.rev]
  · simp [spinFlip]
  · intro k _ hk
    have hne : ¬ k.rev = j := fun h => hk (by rw [← h, Fin.rev_rev])
    simp only [spinFlip, of_apply, if_neg hne, mul_zero]
  · simp
```

$(FA)_{ij} = A_{n-i,\,j}$ and $(AF)_{ij} = A_{i,\,n-j}$, because only one term of each matrix-product sum survives.

```lean
/-- The parity commutes with `S_z` and anticommutes with `S₊` and `S₋`. -/
theorem parity_action (n : ℕ) : parity n * Sz n = Sz n * parity n ∧
    parity n * Splus n = -(Splus n * parity n) ∧
    parity n * Sminus n = -(Sminus n * parity n) := by
  refine ⟨?_, ?_, ?_⟩
  · simp only [parity, Sz, diagonal_mul_diagonal]
    congr 1
    funext k
    ring
  all_goals
    ext i j
    simp only [parity, Splus, Sminus, diagonal_mul, mul_diagonal, Matrix.neg_apply, of_apply]
    split_ifs with h
    · rw [← h, pow_succ]
      ring
    · simp
```

$PS_z = S_zP$, as both are diagonal. For a ladder operator, $(PS_\pm)_{ij} = (-1)^i (S_\pm)_{ij}$ and $(S_\pm P)_{ij} = (-1)^j (S_\pm)_{ij}$. Nonzero entries have $|i - j| = 1$, so $PS_\pm = -S_\pm P$. The tactic `ext i j` passes to entries, `split_ifs` separates nonzero from zero ones, and `pow_succ` supplies the sign.

```lean
/-- The flip anticommutes with `S_z` and exchanges `S₊` with `S₋`. -/
theorem spinFlip_action (n : ℕ) : spinFlip n * Sz n = -(Sz n * spinFlip n) ∧
    spinFlip n * Splus n = Sminus n * spinFlip n ∧
    spinFlip n * Sminus n = Splus n * spinFlip n := by
  have hr : ∀ i : Fin (n + 1), i.rev.val + i.val = n := fun i => by
    have := i.2
    simp only [Fin.val_rev]
    omega
  -- the ladder amplitudes are symmetric under `k ↦ n - 1 - k`
  have hamp : ∀ p q : ℕ, p + q + 1 = n → amp n p = amp n q := by
    intro p q h
    have hc : (n : ℝ) = p + q + 1 := by exact_mod_cast h.symm
    unfold amp
    rw [hc]
    congr 1
    ring
  refine ⟨?_, ?_, ?_⟩ <;> ext i j <;> have h1 := hr i <;> have h2 := hr j
  · rw [Matrix.neg_apply, (spinFlip_mul _).1, (spinFlip_mul _).2]
    simp only [Sz, diagonal_apply]
    by_cases h : i.rev = j
    · subst h
      rw [Fin.rev_rev, if_pos rfl, if_pos rfl]
      have hc := congrArg (Nat.cast : ℕ → ℂ) h1
      rw [Nat.cast_add] at hc
      linear_combination -hc
    · have h' : ¬ i = j.rev := fun e => h (by rw [e, Fin.rev_rev])
      rw [if_neg h, if_neg h', neg_zero]
  · rw [(spinFlip_mul _).1, (spinFlip_mul _).2]
    simp only [Splus, Sminus, of_apply]
    by_cases ha : i.rev.val + 1 = j.val
    · have hb : j.rev.val + 1 = i.val := by omega
      rw [if_pos ha, if_pos hb, hamp i.rev.val j.rev.val (by omega)]
    · have hb : ¬ j.rev.val + 1 = i.val := by omega
      rw [if_neg ha, if_neg hb]
  · rw [(spinFlip_mul _).1, (spinFlip_mul _).2]
    simp only [Splus, Sminus, of_apply]
    by_cases ha : j.val + 1 = i.rev.val
    · have hb : i.val + 1 = j.rev.val := by omega
      rw [if_pos ha, if_pos hb, hamp j.val i.val (by omega)]
    · have hb : ¬ i.val + 1 = j.rev.val := by omega
      rw [if_neg ha, if_neg hb]
```

The statement is $FS_z = -S_zF$, $FS_+ = S_-F$, $FS_- = S_+F$. The first follows from $n/2 - (n-i) = -(n/2 - i)$. For the second, $(FS_+)_{ij} = c_{n-i}$ and $(S_-F)_{ij} = c_{n-j}$, both only when $i + j = n+1$. They agree because natural numbers $p$, $q$ with $p + q + 1 = n$ give $c_p = \sqrt{(p+1)(q+1)} = c_q$, which is `hamp`. The third is the same with $i + j = n - 1$. The index arithmetic is done by `omega`.

```lean
/-- For every spin `n/2`, both the parity and the flip commute with the Hamiltonian. -/
theorem hamiltonian_symmetries (n : ℕ) (a b : ℝ) :
    parity n * hamiltonian n a b = hamiltonian n a b * parity n ∧
    spinFlip n * hamiltonian n a b = hamiltonian n a b * spinFlip n := by
  -- squaring removes the sign
  have key : ∀ U A B : Matrix (Fin (n + 1)) (Fin (n + 1)) ℂ,
      U * A = B * U ∨ U * A = -(B * U) → U * A ^ 2 = B ^ 2 * U := by
    intro U A B h
    rw [sq, sq]
    rcases h with h | h
    · calc U * (A * A) = (U * A) * A := by noncomm_ring
        _ = (B * U) * A := by rw [h]
        _ = B * (U * A) := by noncomm_ring
        _ = B * (B * U) := by rw [h]
        _ = B * B * U := by noncomm_ring
    · calc U * (A * A) = (U * A) * A := by noncomm_ring
        _ = (-(B * U)) * A := by rw [h]
        _ = -(B * (U * A)) := by noncomm_ring
        _ = -(B * (-(B * U))) := by rw [h]
        _ = B * B * U := by noncomm_ring
  obtain ⟨p1, p2, p3⟩ := parity_action n
  obtain ⟨f1, f2, f3⟩ := spinFlip_action n
  simp only [hamiltonian, Matrix.mul_add, Matrix.add_mul, Matrix.mul_smul, Matrix.smul_mul]
  constructor
  · rw [key _ _ _ (Or.inl p1), key _ _ _ (Or.inr p2), key _ _ _ (Or.inr p3)]
  · rw [key _ _ _ (Or.inr f1), key _ _ _ (Or.inl f2), key _ _ _ (Or.inl f3),
      add_comm (Sminus n ^ 2 * spinFlip n)]
```

$PH = HP$ and $FH = HF$ for every $n$, odd or even. The step `key` says that for matrices $U$, $A$, $B$ with $UA = \pm BU$,
$$UA^2 = \pm BUA = (\pm)^2 B^2U = B^2U.$$
So $P$ commutes with each of $S_z^2$, $S_+^2$, $S_-^2$, while $F$ commutes with $S_z^2$ and swaps $S_+^2$ with $S_-^2$, leaving their sum unchanged (`add_comm`). A Zeeman term along $z$ would anticommute with $F$ and is absent from the model.

```lean
/-- For odd `n` the parity and the flip are anticommuting involutions. -/
theorem parity_spinFlip_witness {n : ℕ} (hn : Odd n) : parity n * parity n = 1 ∧
    spinFlip n * spinFlip n = 1 ∧ parity n * spinFlip n = -(spinFlip n * parity n) := by
  refine ⟨?_, ?_, ?_⟩
  · simp only [parity, diagonal_mul_diagonal]
    rw [← diagonal_one]
    congr 1
    funext k
    rw [← mul_pow]
    simp
  · ext i j
    rw [(spinFlip_mul _).1]
    simp only [spinFlip, of_apply, Fin.rev_rev, Matrix.one_apply]
  · ext i j
    rw [Matrix.neg_apply, (spinFlip_mul _).2, (spinFlip_mul _).1]
    simp only [parity, diagonal_apply]
    by_cases h : i.rev = j
    · subst h
      have hr : i.rev.val + i.val = n := by
        have := i.2
        simp only [Fin.val_rev]
        omega
      have key : ∀ x y : ℂ, x * y = -1 → y * y = 1 → y = -x :=
        fun x y h1 h2 => by linear_combination y * h1 - x * h2
      rw [Fin.rev_rev, if_pos rfl, if_pos rfl]
      -- `(-1)^(n-k) (-1)^k = (-1)^n = -1`
      apply key
      · rw [← pow_add, hr]
        exact hn.neg_one_pow
      · rw [← mul_pow]
        simp
    · have h' : ¬ i = j.rev := fun e => h (by rw [e, Fin.rev_rev])
      rw [if_neg h, if_neg h', neg_zero]
```

Oddness enters only here. $P^2 = 1$ and $F^2 = 1$ are immediate. At $j = n - i$, the only nonzero position in row $i$, $(PF)_{ij} = (-1)^i$ and $(FP)_{ij} = (-1)^{n-i}$. The product of these signs is $(-1)^n = -1$ (`hn.neg_one_pow`), so they are opposite and $PF = -FP$.

## The results

```lean
/-- For half-odd-integer spin `n/2`, every eigenspace of the Hamiltonian has even dimension. -/
theorem hamiltonian_eigenspace_even {n : ℕ} (hn : Odd n) (a b : ℝ) (E : ℂ) :
    Even (Module.finrank ℂ (Module.End.eigenspace (Matrix.toLin' (hamiltonian n a b)) E)) := by
  obtain ⟨hP, hF, h⟩ := parity_spinFlip_witness hn
  obtain ⟨c1, c2⟩ := hamiltonian_symmetries n a b
  exact eigenspace_even _ _ _ hP hF h c1 c2 E
```

For odd $n$, all real $a$, $b$ and every complex $E$, the eigenspace of $H$ at $E$ has even dimension. Zero is even, which covers an $E$ that is not an eigenvalue; an actual level is at least twofold. The proof hands the five relations to `eigenspace_even`. The conclusion is the one Kramers' theorem gives for half-odd-integer spin, but it is reached with two linear symmetries of this one Hamiltonian family; antiunitary time reversal and general time-reversal-invariant Hamiltonians do not appear.

```lean
/-- For odd `n`, the flip of an eigenstate of energy `E` and parity `s`
is a nonzero eigenstate of the same energy `E` and parity `-s`. -/
theorem degenerate_partner {n : ℕ} (hn : Odd n) (a b : ℝ) (E s : ℂ) (v : Fin (n + 1) → ℂ)
    (hv : v ≠ 0) (hE : hamiltonian n a b *ᵥ v = E • v) (hs : parity n *ᵥ v = s • v) :
    spinFlip n *ᵥ v ≠ 0 ∧ hamiltonian n a b *ᵥ (spinFlip n *ᵥ v) = E • (spinFlip n *ᵥ v) ∧
    parity n *ᵥ (spinFlip n *ᵥ v) = (-s) • (spinFlip n *ᵥ v) := by
  obtain ⟨-, hF, h⟩ := parity_spinFlip_witness hn
  refine ⟨fun h0 => hv ?_, ?_, ?_⟩
  · have hvv : spinFlip n *ᵥ (spinFlip n *ᵥ v) = v := by rw [mulVec_mulVec, hF, one_mulVec]
    rw [← hvv, h0, mulVec_zero]
  · rw [mulVec_mulVec, ← (hamiltonian_symmetries n a b).2, ← mulVec_mulVec, hE, mulVec_smul]
  · rw [mulVec_mulVec, h, neg_mulVec, ← mulVec_mulVec, hs, mulVec_smul, neg_smul]
```

The symbol `*ᵥ` is matrix times vector. Let $v \neq 0$ satisfy $Hv = Ev$ and $Pv = sv$, definite parity being a hypothesis. Then $Fv \neq 0$, since $FFv = v$; next $HFv = FHv = E\,Fv$; and $PFv = -FPv = -s\,Fv$. The three bullets are these three lines. Because $P^2 = 1$ forces $s = \pm 1$, the two vectors have different parities and are independent.

That last remark and the spin-1/2 and spin-3/2 numbers below are worked on paper and have no Lean statement behind them. In the smallest case $n = 1$, $S_\pm^2 = 0$ and $H = a/4$ times the identity; $P$ and $F$ are the Pauli matrices $\sigma_z$ and $\sigma_x$, and the single level is twofold. For $n = 3$ the amplitudes are $\sqrt3, 2, \sqrt3$. With $a = -11$, $b = 2$, for which $z$ is the easy axis, the blocks on $k = 0, 2$ and on $k = 1, 3$ are
$$\begin{pmatrix} -99/4 & 4\sqrt3 \\ 4\sqrt3 & -11/4\end{pmatrix}, \qquad \begin{pmatrix} -11/4 & 4\sqrt3 \\ 4\sqrt3 & -99/4\end{pmatrix},$$
each with eigenvalues $-55/4 \pm 13$. The ground level $-107/4$ contains $v = \tfrac{1}{\sqrt{13}}(2\sqrt3, 0, -1, 0)$ with parity $+1$ and $Fv = \tfrac{1}{\sqrt{13}}(0, -1, 0, 2\sqrt3)$ with parity $-1$.

## Without oddness: spin one

```lean
/-- For spin one, the symmetric and antisymmetric combinations of `m = 1` and `m = -1` are
eigenstates with energies `a + 2b` and `a - 2b`. -/
theorem spin_one_splitting (a b : ℝ) :
    hamiltonian 2 a b *ᵥ ![1, 0, 1] = ((a : ℂ) + 2 * b) • ![1, 0, 1] ∧
    hamiltonian 2 a b *ᵥ ![1, 0, -1] = ((a : ℂ) - 2 * b) • ![1, 0, -1] := by
  have a0 : amp 2 0 = Real.sqrt 2 := by unfold amp; congr 1; norm_num
  have a1 : amp 2 1 = Real.sqrt 2 := by unfold amp; congr 1; norm_num
  have hr : (Real.sqrt 2 : ℂ) * (Real.sqrt 2 : ℂ) = 2 := by
    rw [← Complex.ofReal_mul, Real.mul_self_sqrt (by norm_num)]
    simp
  have hH : hamiltonian 2 a b = !![(a : ℂ), 0, b * 2; 0, 0, 0; b * 2, 0, a] := by
    ext i j
    fin_cases i <;> fin_cases j <;>
      simp [hamiltonian, Sz, Splus, Sminus, sq, Matrix.mul_apply, Fin.sum_univ_succ,
        a0, a1, hr]
    all_goals norm_num
  rw [hH]
  constructor <;> ext i <;> fin_cases i <;>
    simp [Matrix.mulVec, dotProduct, Fin.sum_univ_succ] <;> ring

end

end SpinParityTunnelling
```

For $n = 2$ both amplitudes are $\sqrt2$ (`a0`, `a1`), so $S_+^2$ and $S_-^2$ link $m = 1$ and $m = -1$ with amplitude $2$, and `hH` gives
$$H = \begin{pmatrix} a & 0 & 2b \\ 0 & 0 & 0 \\ 2b & 0 & a\end{pmatrix}.$$
The theorem states that $(1, 0, 1)$ and $(1, 0, -1)$, normalised $(|0\rangle \pm |2\rangle)/\sqrt2$, have energies $a + 2b$ and $a - 2b$, which differ by $4|b|$. Both $P$ and $F$ still commute with $H$, but they now commute with each other, and the flip returns each of these vectors up to sign. For $a = -2$, $b = 1/2$ the matrix has the distinct eigenvalues $-1$, $-3$, $0$, so each eigenspace is one-dimensional and the even-dimension conclusion fails.

```lean
#print axioms SpinParityTunnelling.hamiltonian_eigenspace_even
#print axioms SpinParityTunnelling.degenerate_partner
#print axioms SpinParityTunnelling.spin_one_splitting
```

```
'SpinParityTunnelling.hamiltonian_eigenspace_even' depends on axioms: [propext, Classical.choice, Quot.sound]
'SpinParityTunnelling.degenerate_partner' depends on axioms: [propext, Classical.choice, Quot.sound]
'SpinParityTunnelling.spin_one_splitting' depends on axioms: [propext, Classical.choice, Quot.sound]
```
